# The Factor-of-Two Rule for Eigenvalue Corrections Holds at All Positive Charges Exactly When the Energy Correction Is Quadratic

Let Z be the electron number of the neutral supercell and N the actual electron number. The charge, in units of the elementary charge, is

q = Z − N,

so removing electrons makes q positive. All three are treated as real numbers, and fractional charges are allowed. The function C(q) is the finite-size correction, the energy added to the computed total energy of the cell with charge q. The cell, the geometry and the dielectric screening are held fixed, so that C depends on the charge alone. Its derivative with respect to q is written C′(q). The factor-of-two rule says that the accompanying correction to the eigenvalue of the defect orbital is −2C(q)/q. For C differentiable at every positive charge, the rule is shown to hold at all positive charges exactly when C(q) = c q² there, with one constant c. "Quadratic" is meant in this sense, without a linear or constant term.

In Lean, C is a function `C : ℝ → ℝ`. No formula for it is assumed. What the theorems use is stated in their hypotheses, chiefly differentiability at every positive charge.

```lean
import Mathlib

open Filter Topology

namespace ChargeCorrection

noncomputable section
```

In Kohn–Sham theory the eigenvalue of an orbital is the derivative of the total energy with respect to its occupation. If the added electrons go into one defect orbital, adding C to the energy therefore shifts the eigenvalue of that orbital by

d/dN C(Z − N).

This is the eigenvalue correction. The Lean definition takes the derivative with respect to the electron number, so the sign that results from passing to the charge has to be derived.

```lean
/-- The eigenvalue correction: the derivative, with respect to the electron number `N`, of the
energy correction `C` taken at the charge `q = Z - N`. Here `Z` is the electron number of the
neutral cell. -/
def eigenvalueCorrection (C : ℝ → ℝ) (Z N : ℝ) : ℝ :=
  deriv (fun n => C (Z - n)) N
```

The second quantity concerns charge transition levels. Let E(q) be the uncorrected formation energy at zero Fermi level, and let μ be the Fermi level. The corrected formation energy is E(q) + C(q) + qμ. For two different charges q and q', the lines cross where

E(q) + C(q) + qμ = E(q') + C(q') + q'μ,

which gives

μ = (E(q) − E(q'))/(q' − q) + (C(q) − C(q'))/(q' − q).

The second term is the shift caused by the correction, and it is what `transitionLevelCorrection` denotes. The uncorrected energies do not enter the Lean definition.

```lean
/-- The correction to the charge transition level between two different charges `q` and `q'`:
the shift of the Fermi level at which their formation energies cross. -/
def transitionLevelCorrection (C : ℝ → ℝ) (q q' : ℝ) : ℝ :=
  (C q - C q') / (q' - q)
```

## (a) From electron number to charge

Suppose that C is differentiable at the charge Z − N. Express the eigenvalue correction through the derivative of C with respect to charge, and show that

d/dN C(Z − N) = −C′(Z − N).

**Solution.** Regard C(Z − n) as a composition of C with the inner function n ↦ Z − n. The inner function has derivative −1 everywhere. At n = N the chain rule gives

d/dn C(Z − n) = C′(Z − N) · (−1) = −C′(Z − N).

The Lean theorem needs differentiability only at the single point Z − N, and that point may have either sign. In its proof `h1` is the derivative of the inner function and `h2` is the chain rule.

```lean
/-- Where the energy correction is differentiable, the eigenvalue correction is minus its
derivative with respect to the charge. -/
theorem eigenvalueCorrection_eq {C : ℝ → ℝ} (Z N : ℝ) (h : DifferentiableAt ℝ C (Z - N)) :
    eigenvalueCorrection C Z N = -deriv C (Z - N) := by
  have h1 : HasDerivAt (fun n : ℝ => Z - n) (-1) N := (hasDerivAt_id' N).const_sub Z
  have h2 : HasDerivAt (fun n => C (Z - n)) (deriv C (Z - N) * (-1)) N :=
    h.hasDerivAt.comp N h1
  unfold eigenvalueCorrection
  rw [h2.deriv]
  ring
```

## (b) Power laws and their slopes

Let p be any real number and let C be differentiable at every q > 0. Show that

C′(q) = p C(q)/q for every q > 0

holds if and only if there is one constant c with

C(q) = c q^p for every q > 0.

**Solution.** Assume the slope equation first. Divide out the expected power law by setting

R(q) = C(q) q^(−p).

The product rule gives

R′(q) = C′(q) q^(−p) − p C(q) q^(−p−1).

Inserting the slope equation in the first term turns it into p C(q) q^(−p−1), so

R′(q) = p C(q) q^(−p−1) − p C(q) q^(−p−1) = 0.

The positive charges form an interval, and a function with zero derivative on an interval is constant there. Hence R(q) = R(1) = C(1), and multiplying by q^p gives

C(q) = C(1) q^p.

The constant is c = C(1), the correction at unit charge. Nothing was divided by C, so C may vanish.

Conversely, let C(q) = c q^p for all q > 0. Around any positive charge there is a neighbourhood of positive charges on which this formula holds, so it may be differentiated:

C′(q) = c p q^(p−1) = p (c q^p)/q = p C(q)/q.

In the Lean statement the order `∃ c : ℝ, ∀ q > 0` says that the same constant serves all positive charges. The proof follows the calculation above: `hd` is the vanishing derivative of R, and `key` is the equality R(q) = R(1), obtained from the connectedness of `Set.Ioi (0 : ℝ)`, the set of positive reals. In the converse direction, `he` records that C agrees with the power law near q.

```lean
/-- An energy correction differentiable at all positive charges has slope `p C(q) / q` there
if and only if it is a constant times `q ^ p`, for any real exponent `p`. -/
theorem power_law_iff {C : ℝ → ℝ} (p : ℝ) (hC : ∀ q > 0, DifferentiableAt ℝ C q) :
    (∀ q > 0, deriv C q = p * C q / q) ↔ ∃ c : ℝ, ∀ q > 0, C q = c * q ^ p := by
  constructor
  · intro h
    -- the ratio of the correction to the power law has zero slope
    have hd : ∀ q > 0, HasDerivAt (fun x => C x * x ^ (-p)) 0 q := by
      intro q hq
      have h1 := (hC q hq).hasDerivAt.fun_mul
        (Real.hasDerivAt_rpow_const (p := -p) (Or.inl (ne_of_gt hq)))
      refine h1.congr_deriv ?_
      rw [h q hq, Real.rpow_sub_one (ne_of_gt hq)]
      ring
    refine ⟨C 1, fun q hq => ?_⟩
    -- hence it has the same value at `q` as at unit charge
    have key : C q * q ^ (-p) = C 1 * (1 : ℝ) ^ (-p) :=
      isOpen_Ioi.is_const_of_deriv_eq_zero (s := Set.Ioi (0 : ℝ))
        (f := fun x => C x * x ^ (-p)) isPreconnected_Ioi
        (fun x hx => (hd x hx).differentiableAt.differentiableWithinAt)
        (fun x hx => (hd x hx).deriv) hq (Set.mem_Ioi.mpr one_pos)
    have hp : 0 < q ^ p := Real.rpow_pos_of_pos hq p
    rw [Real.one_rpow, mul_one, Real.rpow_neg (le_of_lt hq)] at key
    rw [← key]
    exact (inv_mul_cancel_right₀ (ne_of_gt hp) _).symm
  · rintro ⟨c, hc⟩ q hq
    have he : C =ᶠ[𝓝 q] fun x => c * x ^ p := by
      filter_upwards [Ioi_mem_nhds hq] with x hx using hc x hx
    have h1 : HasDerivAt (fun x : ℝ => c * x ^ p) (c * (p * q ^ (p - 1))) q :=
      (Real.hasDerivAt_rpow_const (Or.inl (ne_of_gt hq))).const_mul c
    rw [he.deriv_eq, h1.deriv, hc q hq, Real.rpow_sub_one (ne_of_gt hq)]
    ring
```

## (c) The quadratic case

With C again differentiable at every positive charge, show that

C′(q) = 2C(q)/q for every q > 0

holds if and only if C(q) = c q² for every q > 0, with one constant c.

**Solution.** Put p = 2 in part (b). The forward direction gives C(q) = C(1) q². For the converse,

C′(q) = 2cq = 2(c q²)/q = 2C(q)/q.

Physically, a quadratic C results when the correction removes the spurious electrostatic interaction of a charge distribution of fixed shape with its periodic images and a uniform neutralising background, and the medium responds linearly. C is then minus that interaction energy. Doubling the charge then multiplies the energy by four, and c collects the dependence on the size and shape of the cell, the shape of the charge distribution and the dielectric constant. The theorem does not derive this electrostatic model or the value of c.

The Lean proof only has to replace the real exponent 2 of part (b) by the ordinary square, which `Real.rpow_two` does.

```lean
/-- An energy correction differentiable at all positive charges has slope `2 C(q) / q` there
if and only if it is quadratic in the charge, `C(q) = c q ^ 2`. -/
theorem quadratic_iff {C : ℝ → ℝ} (hC : ∀ q > 0, DifferentiableAt ℝ C q) :
    (∀ q > 0, deriv C q = 2 * C q / q) ↔ ∃ c : ℝ, ∀ q > 0, C q = c * q ^ 2 := by
  have h := power_law_iff 2 hC
  simpa only [Real.rpow_two] using h
```

The differentiability hypothesis has real content. Consider a correction that switches on abruptly:

C(q) = 0 for 0 < q ≤ 1, and C(q) = q² for q > 1.

The slope equation holds on both sides of q = 1. At q = 1 the function jumps and has no derivative. Lean's `deriv` returns 0 at such a point, and since C(1) = 0, the equation as written in Lean would hold there too. Yet C(1) = 0 would require c = 0, while C(2) = 4 would require c = 1. This example is an argument by hand and does not appear in the Lean file.

## (d) The eigenvalue rule

Let C be differentiable at every positive charge. Show that the eigenvalue correction satisfies

d/dN C(Z − N) = −2C(Z − N)/(Z − N) for every N < Z

if and only if C(q) = c q² for every q > 0, with one constant c.

**Solution.** Write q = Z − N. The condition N < Z is the same as q > 0, and every positive q is reached, namely at N = Z − q. By part (a) the left-hand side is −C′(q), so the rule reads

−C′(q) = −2C(q)/q for every q > 0.

Changing the sign on both sides gives the slope equation of part (c), which is equivalent to C(q) = c q².

For charged-defect supercells, this means that using −2C/q as the eigenvalue correction at all positive charges commits one to a quadratic energy correction, within a model where C is a differentiable function of a continuous charge in a fixed cell. The rule at one charge alone only ties the slope of C at that charge to the value of C there.

The Lean theorem lets N run over all real numbers below Z. This includes negative electron numbers, which are unphysical but are needed if q is to reach every positive value. The proof first uses part (c) to replace the quadratic form by the slope equation. It then evaluates the rule at electron number `Z - q` for one direction, and the slope equation at charge `Z - N` for the other, each time with part (a) supplying the minus sign.

```lean
/-- For an energy correction differentiable at all positive charges, the eigenvalue correction
is `-2 C(q) / q` at every positive charge `q = Z - N` if and only if `C(q) = c q ^ 2` for all
positive charges, with one constant `c`. -/
theorem eigenvalueCorrection_iff_quadratic {C : ℝ → ℝ} (Z : ℝ)
    (hC : ∀ q > 0, DifferentiableAt ℝ C q) :
    (∀ N < Z, eigenvalueCorrection C Z N = -2 * C (Z - N) / (Z - N)) ↔
      ∃ c : ℝ, ∀ q > 0, C q = c * q ^ 2 := by
  rw [← quadratic_iff hC]
  constructor
  · intro h q hq
    -- charge `q` is reached at electron number `Z - q`
    have h1 := h (Z - q) (by linarith)
    have e := eigenvalueCorrection_eq (C := C) Z (Z - q)
      (by rw [sub_sub_cancel]; exact hC q hq)
    rw [e, sub_sub_cancel] at h1
    linear_combination -h1
  · intro h N hN
    have hq : Z - N > 0 := sub_pos.mpr hN
    rw [eigenvalueCorrection_eq Z N (hC _ hq), h _ hq]
    ring
```

## (e) Transition levels between two positive charges

Let C be differentiable at every positive charge and satisfy the slope equation of part (c). For two different positive charges q and q', show that the transition-level correction is the mean of the two eigenvalue corrections:

(C(q) − C(q'))/(q' − q) = ½ [−2C(q)/q − 2C(q')/q'].

**Solution.** By part (c), C(q) = c q² and C(q') = c q'² with the same c. The left-hand side is

c(q² − q'²)/(q' − q) = c(q − q')(q + q')/(q' − q) = −c(q + q').

On the right-hand side, −2C(q)/q = −2cq and −2C(q')/q' = −2cq', so their mean is also −c(q + q'). Part (a) and the slope equation identify these two terms as the eigenvalue corrections at the two charges.

For the transition between charges 1 and 2, for example, the eigenvalue corrections are −2c and −4c, and the level shifts by −3c.

In Lean the two charges are `q` and `q'`, and `hne` says that they differ. Both must be positive, so a transition to the neutral state is not covered. The proof obtains c from part (c), simplifies the two eigenvalue terms in `h1` and `h2`, and multiplies out the denominator `q' - q`.

```lean
/-- If a differentiable energy correction has slope `2 C(q) / q` at all positive charges, the
correction to the transition level between two different positive charges is the mean of
`-2 C / q` at the two charges. -/
theorem transitionLevelCorrection_eq_mean {C : ℝ → ℝ}
    (hC : ∀ q > 0, DifferentiableAt ℝ C q) (h : ∀ q > 0, deriv C q = 2 * C q / q)
    {q q' : ℝ} (hq : 0 < q) (hq' : 0 < q') (hne : q ≠ q') :
    transitionLevelCorrection C q q' = (-2 * C q / q + -2 * C q' / q') / 2 := by
  obtain ⟨c, hc⟩ := (quadratic_iff hC).mp h
  have hd : q' - q ≠ 0 := sub_ne_zero.mpr hne.symm
  have h1 : -2 * (c * q ^ 2) / q = -2 * c * q := by field_simp
  have h2 : -2 * (c * q' ^ 2) / q' = -2 * c * q' := by field_simp
  unfold transitionLevelCorrection
  rw [hc q hq, hc q' hq', h1, h2, div_eq_iff hd]
  ring
```

## (f) Charges of both signs

Parts (b) to (e) stay on the positive side. To see what changes when both signs are admitted, take C(q) = q|q|. This is a mathematical example and not a realistic correction: in the electrostatic model described in part (c), C has the same sign for positive and negative charge. Show that

d/dq (q|q|) = 2(q|q|)/q for every q ≠ 0,

but that no single constant c satisfies

q|q| = c q² for every q ≠ 0.

**Solution.** The right-hand side of the first equation simplifies to 2|q|. For q > 0 the function is q², with derivative 2q = 2|q|. For q < 0 it is −q², with derivative −2q = 2|q|. The slope equation therefore holds at every nonzero charge.

If one constant c served both signs, q = 1 would give 1 = c, while q = −1 would give −1 = c. This is a contradiction.

The nonzero charges form two separate intervals, and the slope equation does not connect the constant on one with the constant on the other. Here the constants are 1 for positive and −1 for negative charge. A correction scheme meant for both donors and acceptors thus needs a further condition, such as C(−q) = C(q), before a single c can be used.

The first half of the Lean theorem is stated with `HasDerivAt`, which includes the existence of the derivative as well as its value. Its proof splits by the sign of q and replaces the function by `-x ^ 2` or `x ^ 2` in a neighbourhood of the point. The second half evaluates the supposed formula at 1 and −1.

```lean
/-- The function `C(q) = q |q|` has slope `2 C(q) / q` at every nonzero charge, but no single
constant `c` gives `C(q) = c q ^ 2` for both signs of the charge. -/
theorem two_signs_need_two_constants :
    (∀ q : ℝ, q ≠ 0 → HasDerivAt (fun x : ℝ => x * |x|) (2 * (q * |q|) / q) q) ∧
      ¬ ∃ c : ℝ, ∀ q : ℝ, q ≠ 0 → q * |q| = c * q ^ 2 := by
  constructor
  · intro q hq
    have hv : 2 * (q * |q|) / q = 2 * |q| := by field_simp
    rw [hv]
    rcases lt_or_gt_of_ne hq with h | h
    · -- for negative charge the function is `-q ^ 2`
      have e : (fun x : ℝ => x * |x|) =ᶠ[𝓝 q] fun x => -x ^ 2 := by
        filter_upwards [Iio_mem_nhds h] with x hx
        rw [abs_of_neg hx]
        ring
      refine (((hasDerivAt_pow 2 q).fun_neg).congr_of_eventuallyEq e).congr_deriv ?_
      rw [abs_of_neg h]
      norm_num
    · -- for positive charge it is `q ^ 2`
      have e : (fun x : ℝ => x * |x|) =ᶠ[𝓝 q] fun x => x ^ 2 := by
        filter_upwards [Ioi_mem_nhds h] with x hx
        rw [abs_of_pos hx]
        ring
      refine ((hasDerivAt_pow 2 q).congr_of_eventuallyEq e).congr_deriv ?_
      rw [abs_of_pos h]
      norm_num
  · rintro ⟨c, hc⟩
    have h1 := hc 1 (by norm_num)
    have h2 := hc (-1) (by norm_num)
    rw [abs_one] at h1
    rw [abs_neg, abs_one] at h2
    linarith

end

end ChargeCorrection
```

```lean
#print axioms ChargeCorrection.eigenvalueCorrection_iff_quadratic
#print axioms ChargeCorrection.transitionLevelCorrection_eq_mean
#print axioms ChargeCorrection.two_signs_need_two_constants
```

```
'ChargeCorrection.eigenvalueCorrection_iff_quadratic' depends on axioms: [propext, Classical.choice, Quot.sound]
'ChargeCorrection.transitionLevelCorrection_eq_mean' depends on axioms: [propext, Classical.choice, Quot.sound]
'ChargeCorrection.two_signs_need_two_constants' depends on axioms: [propext, Classical.choice, Quot.sound]
```
